# Local spectral weights are even in energy for a finite Hermitian H with SHS = −H, where S is a diagonal matrix of signs ±1

## A single site in a bipartite network

Take a tight-binding model in which electrons hop only between two sublattices, as in the Hückel description of an alternant hydrocarbon. If all on-site energies are zero, its non-zero energy levels come in pairs ±e. A local density of states records how strongly each level is present on one chosen site. Does the pairing survive there, at an edge site or next to a vacancy, with hoppings of any strength and phase?

Let H be the Hermitian matrix of the model, with entries H_ij between sites i and j. Give each site a sign s_i = ±1 according to its sublattice, and let S = diag(s). Since (SHS)_ij = s_i H_ij s_j, the condition

SHS = −H

says that H_ij = 0 whenever s_i = s_j. For s_i = −s_j it imposes nothing. The case i = j is included, so on-site energies vanish; a common on-site energy must first be taken as the zero of energy.

## What is claimed at site i

Collect orthonormal eigenvectors as the columns of a unitary matrix U, with real energies E_k, so that HU = U diag(E). The local spectral weight is

w_i(e) = sum of |U_ik|² over all k with E_k = e,

and it is zero if e is not an energy of H. The theorem `bipartite_local_symmetry` states that, for every site i,

(H^m)_ii = 0 for every odd m,
w_i(e) = w_i(−e) for every real e.

In Lean the sites form a finite type `n`, `hH` is the hypothesis that H is Hermitian, and `IsChiral s H` contains both the sign condition and SHS = −H. The weight `localWeight hH i e` is computed in the eigenbasis that Mathlib supplies. `IsEigenbasis` describes any other choice, and `localWeight_eq_basisWeight` shows that the choice does not matter, even for degenerate levels.

The model is finite and non-interacting, with orthonormal orbitals. Hopping within a sublattice and unequal on-site energies are excluded by hypothesis. Within these limits the result gives a check on computed local densities of states: with energies measured from the common on-site energy, and before any broadening, every odd local moment must vanish, site by site.

## Odd powers change sublattice

Because S² = 1, multiplying SHS = −H by S on the right gives SH = −HS. Moving S past one factor of H at a time yields

S H^m = (−H)^m S.

For odd m, the ij entry reads

s_i (H^m)_ij = −(H^m)_ij s_j.

If s_i = s_j, then 2 s_i (H^m)_ij = 0, so the entry vanishes. The diagonal is the case i = j.

## From energies to weights

For a function f of the energy, define f(H) = U diag(f(E)) U†. Its diagonal elements are

f(H)_ii = Σ_k f(E_k) |U_ik|².

If f is 1 at energy e and 0 elsewhere, this is w_i(e).

Now suppose TH = H′T, where H′V = V diag(E′) with V unitary and E′ real. Multiplying the eigenvalue equation by V† on both sides gives V†H′ = diag(E′)V†. The overlap matrix M = V†TU therefore satisfies

M diag(E) = V†THU = V†H′TU = diag(E′) M,

or, entry by entry, M_kl (E_l − E′_k) = 0. Thus M connects only equal energies, and M_kl f(E_l) = f(E′_k) M_kl. Consequently

T f(H) = V M diag(f(E)) U† = V diag(f(E′)) M U† = f(H′) T.

With T = 1 and H′ = H, this shows that f(H), and hence w_i(e), is independent of the eigenbasis. With T = S and H′ = −H, the same vectors U serve for H′, with energies −E_k. The diagonal element is

s_i f(H)_ii = f(−H)_ii s_i.

Cancel s_i and take f to be the indicator of e. The left side gives w_i(e); the right side sums over −E_k = e and gives w_i(−e).

The powers and the weights are linked by

(H^m)_ii = Σ_e e^m w_i(e),

where e runs over the distinct energies. This follows by taking f(x) = x^m and grouping states of equal energy.

## The Lean file

```lean
import Mathlib

open Matrix

namespace BipartiteLocalSpectrum

noncomputable section

variable {n : Type*} [Fintype n] [DecidableEq n]

/-- The sublattice signs `s i = ±1` form a diagonal matrix `S` with `S H S = -H`. -/
structure IsChiral (s : n → ℂ) (H : Matrix n n ℂ) : Prop where
  sign : ∀ i, s i = 1 ∨ s i = -1
  anti : diagonal s * H * diagonal s = -H

/-- The columns of `U` are orthonormal eigenvectors of `H` with real energies `E`. -/
structure IsEigenbasis (H U : Matrix n n ℂ) (E : n → ℝ) : Prop where
  unitary : Uᴴ * U = 1
  eigen : H * U = U * diagonal (fun k => (E k : ℂ))

/-- The function `f` of the Hamiltonian, built from eigenvectors `U` and energies `E`. -/
def applyFn (U : Matrix n n ℂ) (E : n → ℝ) (f : ℝ → ℂ) : Matrix n n ℂ :=
  U * diagonal (fun k => f (E k)) * Uᴴ

/-- The sum of `|U i k|²` over the states `k` of energy `e`. -/
def basisWeight (U : Matrix n n ℂ) (E : n → ℝ) (i : n) (e : ℝ) : ℝ :=
  ∑ k with E k = e, Complex.normSq (U i k)

/-- The local spectral weight of a Hermitian `H` at site `i` and energy `e`. -/
def localWeight {H : Matrix n n ℂ} (hH : H.IsHermitian) (i : n) (e : ℝ) : ℝ :=
  basisWeight (hH.eigenvectorUnitary : Matrix n n ℂ) hH.eigenvalues i e

/-- Every Hermitian matrix has an orthonormal eigenbasis with real energies. -/
theorem isEigenbasis_of_isHermitian {H : Matrix n n ℂ} (hH : H.IsHermitian) :
    IsEigenbasis H (hH.eigenvectorUnitary : Matrix n n ℂ) hH.eigenvalues where
  unitary := Matrix.mem_unitaryGroup_iff'.mp hH.eigenvectorUnitary.2
  eigen := by
    ext i k
    have h := congrFun (hH.mulVec_eigenvectorBasis k) i
    rw [Matrix.mul_diagonal, Matrix.mul_apply]
    simpa [Matrix.mulVec, dotProduct, Matrix.IsHermitian.eigenvectorUnitary_apply,
      mul_comm] using h

/-- If `T` carries `H` into `H'`, it carries every function of `H` into the same
function of `H'`. -/
theorem intertwine_applyFn {H H' U V T : Matrix n n ℂ} {E E' : n → ℝ}
    (h : IsEigenbasis H U E) (h' : IsEigenbasis H' V E') (hT : T * H = H' * T)
    (f : ℝ → ℂ) : T * applyFn U E f = applyFn V E' f * T := by
  have hU : U * Uᴴ = 1 := mul_eq_one_comm.mp h.unitary
  have hV : V * Vᴴ = 1 := mul_eq_one_comm.mp h'.unitary
  have hE' : Vᴴ * H' = diagonal (fun k => (E' k : ℂ)) * Vᴴ := by
    calc Vᴴ * H' = Vᴴ * (H' * V) * Vᴴ := by rw [mul_assoc, mul_assoc, hV, mul_one]
      _ = (Vᴴ * V) * diagonal (fun k => (E' k : ℂ)) * Vᴴ := by
          rw [h'.eigen]; simp only [mul_assoc]
      _ = _ := by rw [h'.unitary, one_mul]
  obtain ⟨M, hMdef⟩ : ∃ M, M = Vᴴ * T * U := ⟨_, rfl⟩
  -- the overlap matrix M connects only states of equal energy
  have hM : M * diagonal (fun k => (E k : ℂ)) = diagonal (fun k => (E' k : ℂ)) * M := by
    calc M * diagonal (fun k => (E k : ℂ))
        = Vᴴ * T * (U * diagonal (fun k => (E k : ℂ))) := by rw [hMdef, mul_assoc]
      _ = Vᴴ * (T * H) * U := by rw [← h.eigen]; simp only [mul_assoc]
      _ = (Vᴴ * H') * T * U := by rw [hT]; simp only [mul_assoc]
      _ = _ := by rw [hE', hMdef]; simp only [mul_assoc]
  have hMf : M * diagonal (fun k => f (E k)) = diagonal (fun k => f (E' k)) * M := by
    ext k l
    have h1 := congrFun (congrFun hM k) l
    rw [Matrix.mul_diagonal, Matrix.diagonal_mul] at h1 ⊢
    by_cases hkl : E l = E' k
    · rw [hkl, mul_comm]
    · have h2 : M k l * ((E l : ℂ) - (E' k : ℂ)) = 0 := by linear_combination h1
      rcases mul_eq_zero.mp h2 with hz | hz
      · rw [hz, zero_mul, mul_zero]
      · exact absurd (by exact_mod_cast sub_eq_zero.mp hz) hkl
  unfold applyFn
  calc T * (U * diagonal (fun k => f (E k)) * Uᴴ)
      = (V * Vᴴ) * T * U * diagonal (fun k => f (E k)) * Uᴴ := by
        rw [hV, one_mul]; simp only [mul_assoc]
    _ = V * (M * diagonal (fun k => f (E k))) * Uᴴ := by
        rw [hMdef]; simp only [mul_assoc]
    _ = V * (diagonal (fun k => f (E' k)) * M) * Uᴴ := by rw [hMf]
    _ = V * diagonal (fun k => f (E' k)) * Vᴴ * T * (U * Uᴴ) := by
        rw [hMdef]; simp only [mul_assoc]
    _ = _ := by rw [hU, mul_one]

/-- A diagonal element of `applyFn U E f` is the sum of the values `f (E k)`, weighted by `|U i
k|²`. -/
theorem applyFn_diag (U : Matrix n n ℂ) (E : n → ℝ) (f : ℝ → ℂ) (i : n) :
    applyFn U E f i i = ∑ k, f (E k) * (Complex.normSq (U i k) : ℂ) := by
  rw [applyFn, Matrix.mul_apply]
  refine Finset.sum_congr rfl fun k _ => ?_
  rw [Matrix.mul_diagonal, Matrix.conjTranspose_apply, Complex.star_def,
    ← Complex.mul_conj]
  ring

/-- The weight at energy `e` is the diagonal element of `applyFn U E f`, where `f` is 1 at `e` and 0
elsewhere. -/
theorem basisWeight_eq_projector (U : Matrix n n ℂ) (E : n → ℝ) (i : n) (e : ℝ) :
    (basisWeight U E i e : ℂ) = applyFn U E (fun x => if x = e then 1 else 0) i i := by
  rw [applyFn_diag, basisWeight, Complex.ofReal_sum, Finset.sum_filter]
  refine Finset.sum_congr rfl fun k _ => ?_
  by_cases h : E k = e <;> simp [h]

/-- Every orthonormal eigenbasis of `H` gives the same local spectral weight. -/
theorem localWeight_eq_basisWeight {H U : Matrix n n ℂ} {E : n → ℝ}
    (hH : H.IsHermitian) (h : IsEigenbasis H U E) (i : n) (e : ℝ) :
    localWeight hH i e = basisWeight U E i e := by
  have key := intertwine_applyFn (T := 1) (isEigenbasis_of_isHermitian hH) h
    (by rw [one_mul, mul_one]) (fun x => if x = e then 1 else 0)
  rw [one_mul, mul_one] at key
  apply Complex.ofReal_injective
  rw [localWeight, basisWeight_eq_projector, basisWeight_eq_projector, key]

/-- The local moment `(H^m)_ii` is the `m`-th energy moment of the local spectral
weight at site `i`. -/
theorem local_moment {H : Matrix n n ℂ} (hH : H.IsHermitian) (m : ℕ) (i : n) :
    (H ^ m) i i = ∑ e ∈ Finset.univ.image hH.eigenvalues,
      (e : ℂ) ^ m * (localWeight hH i e : ℂ) := by
  have hb := isEigenbasis_of_isHermitian hH
  have hp : H ^ m = applyFn (hH.eigenvectorUnitary : Matrix n n ℂ) hH.eigenvalues
      (fun x => (x : ℂ) ^ m) := by
    have hs : SemiconjBy (hH.eigenvectorUnitary : Matrix n n ℂ)
        (diagonal (fun k => (hH.eigenvalues k : ℂ))) H := hb.eigen.symm
    have h1 := (hs.pow_right m).eq
    rw [Matrix.diagonal_pow] at h1
    change _ = (hH.eigenvectorUnitary : Matrix n n ℂ) *
      diagonal ((fun k => (hH.eigenvalues k : ℂ)) ^ m) * _
    rw [h1, mul_assoc, mul_eq_one_comm.mp hb.unitary, mul_one]
  -- group the eigenstates by energy
  rw [hp, applyFn_diag, ← Finset.sum_fiberwise_of_maps_to (g := hH.eigenvalues)
    (t := Finset.univ.image hH.eigenvalues)
    (fun k _ => Finset.mem_image_of_mem _ (Finset.mem_univ k))]
  refine Finset.sum_congr rfl fun e _ => ?_
  rw [localWeight, basisWeight, Complex.ofReal_sum, Finset.mul_sum]
  refine Finset.sum_congr rfl fun k hk => ?_
  rw [(Finset.mem_filter.mp hk).2]

/-- The sublattice signs carry `H` into `-H`. -/
theorem IsChiral.intertwine {s : n → ℂ} {H : Matrix n n ℂ} (h : IsChiral s H) :
    diagonal s * H = -H * diagonal s := by
  have hS : diagonal s * diagonal s = 1 := by
    rw [Matrix.diagonal_mul_diagonal, ← Matrix.diagonal_one]
    congr 1
    funext i
    rcases h.sign i with hi | hi <;> simp [hi]
  rw [← h.anti, mul_assoc (diagonal s * H), hS, mul_one]

/-- Odd powers of `H` have no matrix elements between sites of the same sublattice. -/
theorem IsChiral.odd_pow_apply {s : n → ℂ} {H : Matrix n n ℂ} (h : IsChiral s H)
    {m : ℕ} (hm : Odd m) {i j : n} (hij : s i = s j) : (H ^ m) i j = 0 := by
  have hc : SemiconjBy (diagonal s) H (-H) := h.intertwine
  have h1 := congrFun (congrFun (hc.pow_right m).eq i) j
  rw [hm.neg_pow, Matrix.diagonal_mul, Matrix.mul_diagonal, Matrix.neg_apply, ← hij] at h1
  have h0 : s i ≠ 0 := by rcases h.sign i with hi | hi <;> simp [hi]
  have h2 : s i * (H ^ m) i j = 0 := by linear_combination h1 / 2
  exact (mul_eq_zero.mp h2).resolve_left h0

/-- For signs `±1`, the relation `S H S = -H` holds exactly when `H` has no matrix
elements, on-site terms included, within a sublattice. -/
theorem isChiral_iff_bipartite {s : n → ℂ} (hs : ∀ i, s i = 1 ∨ s i = -1)
    (H : Matrix n n ℂ) : IsChiral s H ↔ ∀ i j, s i = s j → H i j = 0 := by
  constructor
  · intro h i j hij
    simpa using h.odd_pow_apply odd_one hij
  · refine fun h => ⟨hs, ?_⟩
    ext i j
    rw [Matrix.mul_diagonal, Matrix.diagonal_mul, Matrix.neg_apply]
    by_cases hij : s i = s j
    · rw [h i j hij]; simp
    · have hp : s i * s j = -1 := by
        rcases hs i with a | a <;> rcases hs j with b | b <;> simp [a, b] at hij ⊢
      linear_combination H i j * hp

/-- For a Hermitian `H` with `S H S = -H`, all odd local moments vanish and the local
spectral weight at each site is the same at energies `e` and `-e`. -/
theorem bipartite_local_symmetry {s : n → ℂ} {H : Matrix n n ℂ}
    (hH : H.IsHermitian) (h : IsChiral s H) (i : n) :
    (∀ m : ℕ, Odd m → (H ^ m) i i = 0) ∧
      ∀ e : ℝ, localWeight hH i e = localWeight hH i (-e) := by
  refine ⟨fun m hm => h.odd_pow_apply hm rfl, fun e => ?_⟩
  have hb := isEigenbasis_of_isHermitian hH
  -- the same eigenvectors diagonalise -H, with reversed energies
  have hn : IsEigenbasis (-H) (hH.eigenvectorUnitary : Matrix n n ℂ)
      (fun k => -hH.eigenvalues k) := by
    refine ⟨hb.unitary, ?_⟩
    rw [neg_mul, hb.eigen]
    ext a b
    rw [Matrix.neg_apply, Matrix.mul_diagonal, Matrix.mul_diagonal]
    push_cast
    ring
  have key := congrFun (congrFun (intertwine_applyFn hb hn h.intertwine
    (fun x => if x = e then 1 else 0)) i) i
  rw [Matrix.diagonal_mul, Matrix.mul_diagonal, ← basisWeight_eq_projector,
    ← basisWeight_eq_projector, mul_comm] at key
  have h0 : s i ≠ 0 := by rcases h.sign i with hi | hi <;> simp [hi]
  have h1 := Complex.ofReal_injective (mul_right_cancel₀ h0 key)
  rw [localWeight, h1]
  simp only [localWeight, basisWeight, neg_eq_iff_eq_neg]

/-- The open three-site chain with arbitrary complex hoppings `a` and `b` is Hermitian
and changes sign under the alternating signs `1, -1, 1`. -/
theorem isChiral_witness (a b : ℂ) :
    (!![0, a, 0; star a, 0, b; 0, star b, 0] : Matrix (Fin 3) (Fin 3) ℂ).IsHermitian ∧
      IsChiral ![1, -1, 1] !![0, a, 0; star a, 0, b; 0, star b, 0] := by
  constructor
  · ext i j
    fin_cases i <;> fin_cases j <;> simp [Matrix.conjTranspose_apply]
  · refine ⟨fun i => by fin_cases i <;> simp, ?_⟩
    ext i j
    rw [Matrix.mul_diagonal, Matrix.diagonal_mul, Matrix.neg_apply]
    fin_cases i <;> fin_cases j <;> simp

end

end BipartiteLocalSpectrum
```

```lean
#print axioms BipartiteLocalSpectrum.localWeight_eq_basisWeight
#print axioms BipartiteLocalSpectrum.local_moment
#print axioms BipartiteLocalSpectrum.isChiral_iff_bipartite
#print axioms BipartiteLocalSpectrum.bipartite_local_symmetry
```

```
'BipartiteLocalSpectrum.localWeight_eq_basisWeight' depends on axioms: [propext, Classical.choice, Quot.sound]
'BipartiteLocalSpectrum.local_moment' depends on axioms: [propext, Classical.choice, Quot.sound]
'BipartiteLocalSpectrum.isChiral_iff_bipartite' depends on axioms: [propext, Classical.choice, Quot.sound]
'BipartiteLocalSpectrum.bipartite_local_symmetry' depends on axioms: [propext, Classical.choice, Quot.sound]
```

## How the lemmas follow the algebra

`isEigenbasis_of_isHermitian` turns Mathlib's eigenvector equation into the matrix equation HU = U diag(E). The central lemma for the weights is `intertwine_applyFn`. Its step `hM` is the relation for the overlap matrix, and `hMf` replaces energies by their function values. There the proof splits on whether `E l = E' k`: equal energies give equal values of f, and unequal energies force the entry of M to be zero. The final `calc` reassembles T f(H) = f(H′) T.

`applyFn_diag` and `basisWeight_eq_projector` identify the weight as a diagonal element of a spectral projector. `local_moment` proves the moment formula, using `Finset.sum_fiberwise_of_maps_to` to group the states.

On the symmetry side, `IsChiral.intertwine` proves SH = −HS, and `IsChiral.odd_pow_apply` gives the vanishing entries. `isChiral_iff_bipartite` confirms the sublattice reading of the hypothesis. In the main theorem, `hn` supplies the eigenbasis of −H, `key` is the diagonal equation above, and the last simplification rewrites −E_k = e as E_k = −e.

`isChiral_witness` verifies the hypotheses for an open three-site chain with signs 1, −1, 1 and arbitrary complex hoppings a and b.

## `SemiconjBy` and the powers of H

The argument for odd powers turns on Mathlib's `SemiconjBy a x y`, which means a * x = y * a. With a = S, x = H and y = −H, it is exactly SH = −HS. The lemma `pow_right` then gives S H^m = (−H)^m S for every m, so the file needs no induction of its own.

The same device appears in `local_moment`. There a = U, x = diag(E) and y = H, so `pow_right` turns U diag(E) = HU into U diag(E)^m = H^m U. Multiplication by U† then expresses H^m through the eigenvectors and the powers of their energies.
